# The quadratic coordinate x + cx² agrees with x to first order at the origin and has second derivative 2c

For a single real vibrational coordinate x and any real constant c, the declaration concerns the new coordinate x + cx². It states that this map keeps the reference geometry x = 0 fixed, has the identity as its first derivative there, and is twice differentiable in the sense that it is differentiable near 0 and its derivative is differentiable at 0. It also states that the second derivative at 0, applied to displacements h and k, is 2c·h·k. The attempt computes the derivative 1 + 2cx at every x, writes it as a multiple of the identity linear map, and differentiates that expression at 0.

As first written in Lean, the proof fails:

```lean
import Mathlib

open Filter Topology

namespace BendCoordinateChange

noncomputable section

variable {E F κ : Type*} [NormedAddCommGroup E] [NormedSpace ℝ E]
  [NormedAddCommGroup F] [NormedSpace ℝ F] [Fintype κ]

/-- `f` is differentiable near the reference geometry `0`, and its gradient is differentiable
at `0`. -/
def TwiceDiff (f : E → F) : Prop :=
  (∀ᶠ x in 𝓝 (0 : E), DifferentiableAt ℝ f x) ∧ DifferentiableAt ℝ (fderiv ℝ f) 0

/-- The second derivative (Hessian) of `f` at the reference geometry. -/
def hessian (f : E → F) : E →L[ℝ] E →L[ℝ] F := fderiv ℝ (fderiv ℝ f) 0

/-- A twice differentiable change of vibrational coordinates that fixes the reference geometry
and agrees with the identity to first order there. -/
structure CoordinateChange (u : E → E) : Prop where
  twice : TwiceDiff u
  map_zero : u 0 = 0
  first_order : fderiv ℝ u 0 = ContinuousLinearMap.id ℝ E

/-- The quadratic coordinate `x + c x²`. -/
def bend (c x : ℝ) : ℝ := x + c * x ^ 2

/-- The quadratic coordinate is an admissible coordinate change, with second derivative `2c`. -/
theorem bend_coordinateChange (c : ℝ) :
    CoordinateChange (bend c) ∧ ∀ h k, hessian (bend c) h k = 2 * c * h * k := by
  have hd (x : ℝ) : HasDerivAt (bend c) (1 + 2 * c * x) x :=
    ((hasDerivAt_id' x).add ((hasDerivAt_pow 2 x).const_mul c)).congr_deriv (by
      norm_num
      ring)
  have e : fderiv ℝ (bend c) = fun x => (1 + 2 * c * x) • ContinuousLinearMap.id ℝ ℝ := by
    funext x
    ext
    simp [(hd x).deriv]
  have hs : HasDerivAt (fun x : ℝ => 1 + 2 * c * x) (2 * c) 0 :=
    (((hasDerivAt_id' (0 : ℝ)).const_mul (2 * c)).const_add 1).congr_deriv (by ring)
  have h2 : HasDerivAt (fderiv ℝ (bend c)) ((2 * c) • ContinuousLinearMap.id ℝ ℝ) 0 := by
    rw [e]
    exact hs.smul_const _
  refine ⟨⟨⟨Eventually.of_forall fun x => (hd x).differentiableAt, h2.differentiableAt⟩,
    by simp [bend], by rw [e]; simp⟩, fun h k => ?_⟩
  unfold hessian
  rw [h2.hasFDerivAt.fderiv]
  simp
  ring

end

end BendCoordinateChange
```

Messages:

```
Main.lean:45:10: error: typeclass instance problem is stuck
  IsScalarTower ℝ ℝ ?m.261

Note: Lean will not try to resolve this typeclass instance problem because the third, fifth, and sixth type arguments to `IsScalarTower` contain metavariables. These arguments must be fully determined before Lean will try to resolve the typeclass.

Hint: Adding type annotations and supplying implicit arguments to functions can give Lean more information for typeclass resolution. For example, if you have a variable `x` that you intend to be a `Nat`, but Lean reports it as having an unresolved type like `?m`, replacing `x` with `(x : Nat)` can get typeclass resolution un-stuck.
```

Diagnosis. The error arises in the proof of `h2`, where the scalar function 1 + 2cx multiplies the fixed linear map `ContinuousLinearMap.id ℝ ℝ`. The lemma `HasDerivAt.smul_const` turns the derivative of the scalar, supplied by `hs`, into the derivative of this product. It takes the fixed vector as an explicit argument, and it needs an `IsScalarTower` instance, which says that the scalar multiplications involved are compatible.

With `_` in place of the vector, the space in which the vector lives was still unknown when Lean needed that instance. This is the `?m.261` in the message. Lean does not search for an `IsScalarTower` instance while that type is undetermined, so the elaboration stopped there. The message reports missing information, not a false derivative formula.

The diff's only change writes `ContinuousLinearMap.id ℝ ℝ` in place of `_`. This fixes the space as that of the continuous linear maps from ℝ to ℝ, so the instance can be found and the lemma applies.

This version goes through:

```diff
@@ -43,5 +43,5 @@
   have h2 : HasDerivAt (fderiv ℝ (bend c)) ((2 * c) • ContinuousLinearMap.id ℝ ℝ) 0 := by
     rw [e]
-    exact hs.smul_const _
+    exact hs.smul_const (ContinuousLinearMap.id ℝ ℝ)
   refine ⟨⟨⟨Eventually.of_forall fun x => (hd x).differentiableAt, h2.differentiableAt⟩,
     by simp [bend], by rw [e]; simp⟩, fun h k => ?_⟩
```
